# The union of $D_n$ and $D_n+(\tfrac12,\dots,\tfrac12)$ is closed under addition exactly when $n$ is even, and all its squared lengths are even integers exactly when $8$ divides $n$

If I treat the vector between two neighbouring atoms in diamond as a lattice translation, I get the wrong crystal: after the shift, half of the atoms land on empty sites. In units of half the cubic cell edge, the atoms sit on the fcc lattice $D_3$ (integer vectors with even coordinate sum) and on a copy of it displaced by $(\tfrac12,\tfrac12,\tfrac12)$. Yet I have read that the same recipe in eight dimensions gives a lattice that is even its own reciprocal. What does the dimension change?

## Twice the shift is $(1,\dots,1)$

It changes the parity of one coordinate sum and the length of one vector. Let $D_n$ be the set of integer vectors $z=(z_0,\dots,z_{n-1})$ with $\sum_i z_i$ even (not the dihedral point group of the same name). Put $h=(\tfrac12,\dots,\tfrac12)$ and $D_n^+=D_n\cup(D_n+h)$. Every point of $D_n^+$ has coordinates $z_i+s$, with $z\in D_n$ and $s=0$ or $s=\tfrac12$.

**Addition.** The sum $h+h=(1,\dots,1)$ is an integer vector with coordinate sum $n$, so it lies in $D_n^+$ only if $n$ is even. Conversely, let $n$ be even and add $z_i+s$ to $w_i+t$. If at most one shift is $\tfrac12$, the result is $z+w$, whose sum is even, with shift $0$ or $\tfrac12$. If both are $\tfrac12$, the result is the integer vector $z_i+w_i+1$, whose sum is an even number plus $n$, hence even. Diamond has $n=3$ and fails.

**Dot products.** For $y_i=z_i+s$ and $x_i=w_i+t$,
$$y\cdot x=\sum_i z_iw_i+t\sum_i z_i+s\sum_i w_i+n\,st .$$

**Squared lengths.** Since $h\cdot h=n/4$, even squared lengths require $8\mid n$. Conversely, let $n=8m$. Each $z_i^2+z_i=z_i(z_i+1)$ is even, so $\sum_i z_i^2$ has the parity of $\sum_i z_i$. For $s=0$ the squared length is $\sum_i z_i^2$, which is even. For $s=\tfrac12$ it is $\sum_i(z_i^2+z_i)+2m$, also even.

**Self-duality.** The reciprocal set consists of all $y$ with $y\cdot x$ an integer for every $x\in D_n^+$. If it equals $D_n^+$, then $h\cdot h=n/4$ is an integer, so $4\mid n$.

Conversely, let $n=4m$. In the formula above, $\sum_i z_i$ and $\sum_i w_i$ are even and $n\,st$ is $0$ or $m$, so all products within $D_n^+$ are integers. It remains to show that a reciprocal vector $y$ lies in $D_n^+$. For $n=0$ there is only the empty vector. Otherwise, with unit vectors $e_i$:

- The product with $e_i-e_0$ makes $y_i-y_0$ an integer, and the product with $2e_0$ makes $2y_0$ an integer. Hence $y_i=z_i+s$ with integers $z_i$ and a common $s\in\{0,\tfrac12\}$.
- The product with $h$ is an integer $k=\tfrac12\sum_i z_i+2ms$. So $\sum_i z_i$ is $2k$ for $s=0$ and $2(k-m)$ for $s=\tfrac12$, even in both cases.

**Eight dimensions.** All squared lengths are even integers, so a nonzero point has squared length at least $2$, and $h\cdot h=8/4=2$ attains it.

## What the Lean statements say

Points are functions `Fin n → ℝ`, and `⬝ᵥ` is the ordinary dot product. `evenSumLattice n` is $D_n$, `halfPoint n` is $h$ and `gluedSet n` is $D_n^+$. `reciprocal L` uses the convention without $2\pi$, so the physicist's reciprocal vectors are $2\pi$ times these; it is defined for any set `L`, lattice or not.

- `closed_under_addition_iff`: sums of two points stay in the set if and only if `Even n`.
- `even_squared_lengths_iff`: every `x ⬝ᵥ x` equals an even integer if and only if `8 ∣ n`.
- `self_reciprocal_iff`: the set equals its reciprocal set if and only if `4 ∣ n`.
- `shortest_squared_length_eight`: for $n=8$, the least squared length of a nonzero point is $2$.

The first three hold for every natural number $n$, including $0$. Of the properties that make a set a lattice, only closure under addition is stated.

For electronic structure, the case $n=3$ bears on the choice of Bloch translations: the ideal, infinite set of diamond sites is not a translation lattice, so diamond is described as fcc with a two-atom basis. That a real crystal's atoms occupy these sites is a physical input, and no Hamiltonian enters.

```lean
import Mathlib

open Matrix

namespace EvenSumLatticeGluing

/-- The lattice `D_n`: integer vectors whose coordinates have an even sum. -/
def evenSumLattice (n : ℕ) : Set (Fin n → ℝ) :=
  {x | ∃ z : Fin n → ℤ, Even (∑ i, z i) ∧ x = fun i => (z i : ℝ)}

/-- The shift vector `(1/2, ..., 1/2)`. -/
noncomputable def halfPoint (n : ℕ) : Fin n → ℝ := fun _ => 1 / 2

/-- The union of `D_n` and its translate `D_n + (1/2, ..., 1/2)`. -/
def gluedSet (n : ℕ) : Set (Fin n → ℝ) :=
  evenSumLattice n ∪ {x | ∃ d ∈ evenSumLattice n, x = d + halfPoint n}

/-- The reciprocal set of `L`, in the convention without `2π`: all vectors whose dot product
with every point of `L` is an integer. -/
def reciprocal {n : ℕ} (L : Set (Fin n → ℝ)) : Set (Fin n → ℝ) :=
  {y | ∀ x ∈ L, ∃ k : ℤ, y ⬝ᵥ x = k}

variable {n : ℕ}

/-- A point belongs to the union exactly when it is an integer vector of even coordinate sum
with the same shift, `0` or `1/2`, added to every coordinate. -/
theorem mem_gluedSet_iff {x : Fin n → ℝ} :
    x ∈ gluedSet n ↔ ∃ (z : Fin n → ℤ) (s : ℝ),
      Even (∑ i, z i) ∧ (s = 0 ∨ s = 1 / 2) ∧ ∀ i, x i = z i + s := by
  constructor
  · rintro (⟨z, hz, rfl⟩ | ⟨d, ⟨z, hz, rfl⟩, rfl⟩)
    · exact ⟨z, 0, hz, Or.inl rfl, fun i => (add_zero _).symm⟩
    · exact ⟨z, 1 / 2, hz, Or.inr rfl, fun _ => rfl⟩
  · rintro ⟨z, s, hz, rfl | rfl, h⟩
    · exact Or.inl ⟨z, hz, funext fun i => by rw [h i, add_zero]⟩
    · exact Or.inr ⟨_, ⟨z, hz, rfl⟩, funext h⟩

/-- The shift vector itself belongs to the union. -/
theorem halfPoint_mem (n : ℕ) : halfPoint n ∈ gluedSet n :=
  mem_gluedSet_iff.2 ⟨0, 1 / 2, by simp, Or.inr rfl, fun i => by simp [halfPoint]⟩

/-- The squared length of the shift vector is `n/4`. -/
theorem halfPoint_dot_self (n : ℕ) : halfPoint n ⬝ᵥ halfPoint n = (n : ℝ) / 4 := by
  simp only [dotProduct, halfPoint, Finset.sum_const, Finset.card_univ, Fintype.card_fin,
    nsmul_eq_mul]
  ring

/-- The dot product of two integer vectors `z` and `w` whose coordinates are uniformly
shifted by `s` and `t`. -/
theorem dot_shifted {x y : Fin n → ℝ} {z w : Fin n → ℤ} {s t : ℝ}
    (hy : ∀ i, y i = z i + s) (hx : ∀ i, x i = w i + t) :
    y ⬝ᵥ x = ((∑ i, z i * w i : ℤ) : ℝ) + t * ((∑ i, z i : ℤ) : ℝ)
      + s * ((∑ i, w i : ℤ) : ℝ) + n * (s * t) := by
  have hc : (n : ℝ) * (s * t) = ∑ _i : Fin n, s * t := by simp
  simp only [dotProduct, hy, hx]
  push_cast
  rw [hc, Finset.mul_sum, Finset.mul_sum, ← Finset.sum_add_distrib,
    ← Finset.sum_add_distrib, ← Finset.sum_add_distrib]
  exact Finset.sum_congr rfl fun i _ => by ring

/-- For an integer vector, the squared length and the coordinate sum have the same parity. -/
theorem even_sq_add_sum (z : Fin n → ℤ) : Even (∑ i, z i * z i + ∑ i, z i) := by
  rw [← Finset.sum_add_distrib]
  refine even_iff_two_dvd.2 (Finset.dvd_sum fun i _ => ?_)
  have h := (Int.even_mul_succ_self (z i)).two_dvd
  rwa [mul_add, mul_one] at h

/-- The union of `D_n` and `D_n + (1/2, ..., 1/2)` is closed under addition if and only if
the dimension `n` is even. -/
theorem closed_under_addition_iff :
    (∀ x ∈ gluedSet n, ∀ y ∈ gluedSet n, x + y ∈ gluedSet n) ↔ Even n := by
  constructor
  · intro hc
    -- twice the shift vector is (1, ..., 1), whose coordinate sum is n
    obtain ⟨z, s, hz, rfl | rfl, h⟩ :=
      mem_gluedSet_iff.1 (hc _ (halfPoint_mem n) _ (halfPoint_mem n))
    · have h1 : ∀ i, z i = 1 := fun i => by
        have h2 := h i
        simp only [Pi.add_apply, halfPoint] at h2
        have h3 : (z i : ℝ) = 1 := by linarith
        exact_mod_cast h3
      have hs : ∑ i, z i = (n : ℤ) := by simp [h1]
      rw [hs] at hz
      exact_mod_cast hz
    · rcases Nat.eq_zero_or_pos n with h0 | hn
      · simp [h0]
      · have h2 := h ⟨0, hn⟩
        simp only [Pi.add_apply, halfPoint] at h2
        have h3 : 2 * (z ⟨0, hn⟩ : ℝ) = 1 := by linarith
        have h4 : 2 * z ⟨0, hn⟩ = 1 := by exact_mod_cast h3
        omega
  · intro hn x hx y hy
    obtain ⟨z, s, hz, hs, hx⟩ := mem_gluedSet_iff.1 hx
    obtain ⟨w, t, hw, ht, hy⟩ := mem_gluedSet_iff.1 hy
    have hzw : Even (∑ i, (z i + w i)) := by
      rw [Finset.sum_add_distrib]
      exact hz.add hw
    have hsum : ∀ i, (x + y) i = ((z i + w i : ℤ) : ℝ) + (s + t) := fun i => by
      have h1 := hx i
      have h2 := hy i
      simp only [Pi.add_apply]
      push_cast
      linarith
    rcases hs with rfl | rfl <;> rcases ht with rfl | rfl
    · exact mem_gluedSet_iff.2 ⟨_, _, hzw, Or.inl (by norm_num), hsum⟩
    · exact mem_gluedSet_iff.2 ⟨_, _, hzw, Or.inr (by norm_num), hsum⟩
    · exact mem_gluedSet_iff.2 ⟨_, _, hzw, Or.inr (by norm_num), hsum⟩
    · -- two half shifts add up to the integer vector (1, ..., 1)
      refine mem_gluedSet_iff.2 ⟨fun i => z i + w i + 1, 0, ?_, Or.inl rfl, fun i => ?_⟩
      · have h1 : ∑ i, (z i + w i + 1) = ∑ i, (z i + w i) + (n : ℤ) := by
          rw [Finset.sum_add_distrib]
          simp
        rw [h1]
        exact hzw.add (by exact_mod_cast hn)
      · rw [hsum i]
        push_cast
        ring

/-- All squared lengths in the union of `D_n` and `D_n + (1/2, ..., 1/2)` are even integers
if and only if `8` divides `n`. -/
theorem even_squared_lengths_iff :
    (∀ x ∈ gluedSet n, ∃ k : ℤ, Even k ∧ x ⬝ᵥ x = k) ↔ 8 ∣ n := by
  constructor
  · intro h
    obtain ⟨k, ⟨m, rfl⟩, hk⟩ := h _ (halfPoint_mem n)
    rw [halfPoint_dot_self] at hk
    push_cast at hk
    have h1 : (n : ℝ) = 8 * (m : ℝ) := by linarith
    have h2 : (n : ℤ) = 8 * m := by exact_mod_cast h1
    omega
  · rintro ⟨m, hn⟩ x hx
    have hn' : (n : ℝ) = 8 * (m : ℝ) := by exact_mod_cast hn
    obtain ⟨z, s, hz, rfl | rfl, h⟩ := mem_gluedSet_iff.1 hx
    · refine ⟨∑ i, z i * z i, (Int.even_add.1 (even_sq_add_sum z)).2 hz, ?_⟩
      rw [dot_shifted h h]
      ring
    · refine ⟨∑ i, z i * z i + ∑ i, z i + 2 * (m : ℤ),
        (even_sq_add_sum z).add (even_two_mul _), ?_⟩
      rw [dot_shifted h h, hn']
      push_cast
      ring

/-- The union of `D_n` and `D_n + (1/2, ..., 1/2)` coincides with its own reciprocal set
if and only if `4` divides `n`. -/
theorem self_reciprocal_iff : reciprocal (gluedSet n) = gluedSet n ↔ 4 ∣ n := by
  constructor
  · intro heq
    have hm : halfPoint n ∈ reciprocal (gluedSet n) := by
      rw [heq]
      exact halfPoint_mem n
    obtain ⟨k, hk⟩ := hm _ (halfPoint_mem n)
    rw [halfPoint_dot_self] at hk
    have h1 : (n : ℝ) = 4 * (k : ℝ) := by linarith
    have h2 : (n : ℤ) = 4 * k := by exact_mod_cast h1
    omega
  · rintro ⟨m, hn⟩
    have hn' : (n : ℝ) = 4 * (m : ℝ) := by exact_mod_cast hn
    ext y
    constructor
    · intro hy
      -- products with 2e_i and e_i - e_j: all coordinates integer, or all half-odd
      have hshape : ∃ (z : Fin n → ℤ) (s : ℝ), (s = 0 ∨ s = 1 / 2) ∧ ∀ i, y i = z i + s := by
        rcases Nat.eq_zero_or_pos n with h0 | hpos
        · exact ⟨0, 0, Or.inl rfl, fun i => absurd i.isLt (by omega)⟩
        let o : Fin n := ⟨0, hpos⟩
        have hd : ∀ i, ∃ k : ℤ, y i - y o = k := fun i => by
          obtain ⟨k, hk⟩ := hy (Pi.single i 1 - Pi.single o 1) (mem_gluedSet_iff.2
            ⟨Pi.single i 1 - Pi.single o 1, 0, by simp [Finset.sum_sub_distrib], Or.inl rfl,
              fun j => by simp [Pi.single_apply]⟩)
          exact ⟨k, by simpa [dotProduct_sub] using hk⟩
        obtain ⟨a, ha⟩ := hy (Pi.single o 2) (mem_gluedSet_iff.2
          ⟨Pi.single o 2, 0, by simp, Or.inl rfl, fun j => by simp [Pi.single_apply]⟩)
        rw [dotProduct_single] at ha
        choose d hd using hd
        obtain ⟨b, rfl | rfl⟩ := Int.even_or_odd' a
        · refine ⟨fun i => d i + b, 0, Or.inl rfl, fun i => ?_⟩
          have h1 := hd i
          push_cast at ha ⊢
          linarith
        · refine ⟨fun i => d i + b, 1 / 2, Or.inr rfl, fun i => ?_⟩
          have h1 := hd i
          push_cast at ha ⊢
          linarith
      obtain ⟨z, s, hs, hz⟩ := hshape
      -- the product with the shift vector fixes the parity of the coordinate sum
      obtain ⟨k, hk⟩ := hy _ (halfPoint_mem n)
      have hh : ∀ i, halfPoint n i = (((0 : Fin n → ℤ) i : ℤ) : ℝ) + 1 / 2 :=
        fun i => by simp [halfPoint]
      rw [dot_shifted hz hh, hn'] at hk
      simp only [Pi.zero_apply, mul_zero, Finset.sum_const_zero, Int.cast_zero] at hk
      refine mem_gluedSet_iff.2 ⟨z, s, ?_, hs, hz⟩
      rcases hs with rfl | rfl
      · have h1 : ((∑ i, z i : ℤ) : ℝ) = ((2 * k : ℤ) : ℝ) := by
          rw [Int.cast_mul, Int.cast_ofNat]
          linarith
        rw [Int.cast_injective h1]
        exact even_two_mul k
      · have h1 : ((∑ i, z i : ℤ) : ℝ) = ((2 * (k - m) : ℤ) : ℝ) := by
          rw [Int.cast_mul, Int.cast_ofNat, Int.cast_sub, Int.cast_natCast]
          linarith
        rw [Int.cast_injective h1]
        exact even_two_mul _
    · intro hy x hx
      obtain ⟨z, s, ⟨a, ha⟩, hs, hy⟩ := mem_gluedSet_iff.1 hy
      obtain ⟨w, t, ⟨b, hb⟩, ht, hx⟩ := mem_gluedSet_iff.1 hx
      rw [dot_shifted hy hx, ha, hb, hn']
      rcases hs with rfl | rfl <;> rcases ht with rfl | rfl
      · exact ⟨∑ i, z i * w i, by ring⟩
      · exact ⟨∑ i, z i * w i + a, by push_cast; ring⟩
      · exact ⟨∑ i, z i * w i + b, by push_cast; ring⟩
      · exact ⟨∑ i, z i * w i + a + b + m, by push_cast; ring⟩

/-- In eight dimensions the smallest squared length of a nonzero point of the union
is exactly `2`. -/
theorem shortest_squared_length_eight :
    IsLeast {r : ℝ | ∃ x ∈ gluedSet 8, x ≠ 0 ∧ x ⬝ᵥ x = r} 2 := by
  constructor
  · refine ⟨halfPoint 8, halfPoint_mem 8, fun h => ?_, ?_⟩
    · have h1 := congrFun h 0
      norm_num [halfPoint] at h1
    · rw [halfPoint_dot_self]
      norm_num
  · rintro r ⟨x, hx, h0, rfl⟩
    obtain ⟨k, ⟨m, hm⟩, hk⟩ := even_squared_lengths_iff.2 (dvd_refl 8) x hx
    have hnonneg : 0 ≤ x ⬝ᵥ x := Finset.sum_nonneg fun i _ => mul_self_nonneg (x i)
    have hpos : 0 < x ⬝ᵥ x :=
      lt_of_le_of_ne hnonneg fun h => h0 (dotProduct_self_eq_zero.1 h.symm)
    rw [hk] at hpos ⊢
    have h1 : 0 < k := by exact_mod_cast hpos
    have h2 : 2 ≤ k := by omega
    exact_mod_cast h2

end EvenSumLatticeGluing
```

```lean
#print axioms EvenSumLatticeGluing.closed_under_addition_iff
#print axioms EvenSumLatticeGluing.even_squared_lengths_iff
#print axioms EvenSumLatticeGluing.self_reciprocal_iff
#print axioms EvenSumLatticeGluing.shortest_squared_length_eight
```

```
'EvenSumLatticeGluing.closed_under_addition_iff' depends on axioms: [propext, Classical.choice, Quot.sound]
'EvenSumLatticeGluing.even_squared_lengths_iff' depends on axioms: [propext, Classical.choice, Quot.sound]
'EvenSumLatticeGluing.self_reciprocal_iff' depends on axioms: [propext, Classical.choice, Quot.sound]
'EvenSumLatticeGluing.shortest_squared_length_eight' depends on axioms: [propext, Classical.choice, Quot.sound]
```

## From the parity argument to the Lean proof

`mem_gluedSet_iff` rewrites membership as "even-sum integer vector plus a common shift $s$", and the proofs about addition, squared lengths and self-duality all use it. `dot_shifted` is the dot-product formula, `halfPoint_dot_self` gives $h\cdot h=n/4$, and `even_sq_add_sum` sums the even numbers $z_i(z_i+1)$.

The "only if" directions apply the assumption to `halfPoint n`. This gives an equation between real numbers, which `exact_mod_cast` turns into one between integers; for the two divisibility claims, `omega` then reads off the result. In the closure theorem there is one more case, where $h+h$ would itself carry the shift $\tfrac12$. That would need an integer with $2z_0=1$, which is impossible for $n\ge1$, while $n=0$ is even anyway.

The "if" directions split on the values of the shifts with `rcases`, giving two cases for squared lengths and four for sums and dot products.

In `self_reciprocal_iff`, the intermediate claim `hshape` is the first bullet of the self-duality argument. It tests $y$ against `Pi.single i 1 - Pi.single o 1` and `Pi.single o 2`, where `o` is the index $0$, and the parity of the integer $2y_0$ decides between $s=0$ and $s=\tfrac12$. The product with `halfPoint n` then fixes the parity of the coordinate sum.

The last theorem takes $h$ as the point that attains $2$. For the lower bound it uses `even_squared_lengths_iff` at $n=8$: a positive even integer is at least $2$.
